# Reshetikhin's condition for XYZ bonds, and a three-site charge on rings of at least four qubits

Take three qubits. Let $w=J_x\sigma_x(1)\sigma_x(2)+J_y\sigma_y(1)\sigma_y(2)$ act on the first two and $v=\sigma_z(2)\sigma_z(3)$ on the last two. On qubit 2, $\sigma_z$ anticommutes with $\sigma_x$ and $\sigma_y$, so $wv=-vw$ and
$$[w,[w,v]]=4w^2v=4(J_x^2+J_y^2)\,v-8J_xJ_y\,\sigma_z(1)\sigma_z(3).$$
The double commutator is a multiple of $v$ plus a term on the outer qubits. That term is unchanged when 1 and 3 are swapped, so it drops out when the mirror-image double commutator is subtracted. For the full XYZ bond $h$ the same subtraction occurs in $[h_{12}+h_{23},[h_{12},h_{23}]]$, which becomes $A_{23}-A_{12}$ with a two-qubit operator $A$. This is Reshetikhin's condition.

## Qubits, Pauli operators and bonds

```lean
import Mathlib

open Complex

namespace XYZReshetikhin

noncomputable section
```

This loads Mathlib and lets `I` denote the imaginary unit.

```lean
/-- Operators on the state space of qubits labelled by `ι`; a state assigns an amplitude to each
bit string. -/
abbrev Op (ι : Type*) := Module.End ℂ ((ι → Fin 2) → ℂ)
```

A state is an amplitude $\psi(s)$ for each bit string $s$, and `Op ι` is the set of linear operators on such states. For $n$ qubits the space is $(\mathbb C^2)^{\otimes n}$.

```lean
variable {ι : Type*} [DecidableEq ι]

/-- The commutator `[A, B] = A B - B A`. -/
def comm (A B : Op ι) : Op ι := A * B - B * A
```

The label set `ι` is arbitrary, and `comm A B` is $[A,B]=AB-BA$.

```lean
/-- The one-qubit operator `M` acting on qubit `i` of the register. -/
def onQubit (M : Matrix (Fin 2) (Fin 2) ℂ) (i : ι) : Op ι where
  toFun ψ s := ∑ b, M (s i) b * ψ (Function.update s i b)
  map_add' ψ φ := by
    funext s
    simp only [Fin.sum_univ_two, Pi.add_apply]
    ring
  map_smul' c ψ := by
    funext s
    simp only [Fin.sum_univ_two, Pi.smul_apply, smul_eq_mul, RingHom.id_apply]
    ring
```

This is $(M_i\psi)(s)=\sum_b M_{s_i b}\,\psi(s\text{ with bit }i\text{ set to }b)$, followed by the proof that it is linear.

The definition rests on `Function.update s i b`, the string $s$ with entry $i$ overwritten by $b$. It expresses "acts on one tensor factor" without Kronecker products, so a three-qubit identity holds at once for any three distinct sites of a larger register.

```lean
/-- The Pauli matrices, with axes `x, y, z` numbered `0, 1, 2`. -/
def pauli : Fin 3 → Matrix (Fin 2) (Fin 2) ℂ :=
  ![!![0, 1; 1, 0], !![0, -I; I, 0], !![1, 0; 0, -1]]
```

These are the usual Pauli matrices. Axes are elements of `Fin 3`, where addition is modulo 3, so $b+1$ and $b+2$ are the two axes other than $b$.

```lean
/-- The Pauli operator along axis `a` on qubit `i`. -/
def spin (a : Fin 3) (i : ι) : Op ι := onQubit (pauli a) i
```

This is $\sigma_a(i)$.

```lean
/-- The exchange term along axis `a` between qubits `i` and `j`. -/
def exch (a : Fin 3) (i j : ι) : Op ι := spin a i * spin a j
```

Write $E_a(i,j)=\sigma_a(i)\sigma_a(j)$.

```lean
/-- The XYZ bond between qubits `i` and `j` with couplings `J`. -/
def bond (J : Fin 3 → ℂ) (i j : ι) : Op ι := ∑ a, J a • exch a i j
```

The bond is $h_{ij}=\sum_a J_aE_a(i,j)$; the sign `•` is multiplication by a scalar. The couplings are complex, and real ones give a Hermitian bond. There is no magnetic field.

```lean
/-- The couplings `4 J_b (J_a² + J_c²)`, where `a` and `c` are the two axes other than `b`. -/
def dress (J : Fin 3 → ℂ) (b : Fin 3) : ℂ := 4 * J b * (J (b + 1) ^ 2 + J (b + 2) ^ 2)
```

These are the couplings $4J_b(J_{b+1}^2+J_{b+2}^2)$ of a second bond, called $A_{ij}$ below.

## The algebra of exchange terms

```lean
/-- Operators on the same qubit multiply like their matrices. -/
theorem onQubit_mul (M K : Matrix (Fin 2) (Fin 2) ℂ) (i : ι) :
    onQubit M i * onQubit K i = onQubit (M * K) i := by
  refine LinearMap.ext fun ψ => funext fun s => ?_
  simp [onQubit, Matrix.mul_apply, Fin.sum_univ_two]
  ring
```

$M_iK_i=(MK)_i$: the second overwrite of bit $i$ replaces the first.

```lean
/-- Operators on different qubits commute. -/
theorem onQubit_commute (M K : Matrix (Fin 2) (Fin 2) ℂ) {i j : ι} (h : i ≠ j) :
    Commute (onQubit M i) (onQubit K j) := by
  have hu : ∀ (s : ι → Fin 2) b c, Function.update (Function.update s i b) j c
      = Function.update (Function.update s j c) i b := fun s b c => Function.update_comm h b c s
  refine LinearMap.ext fun ψ => funext fun s => ?_
  simp [onQubit, Fin.sum_univ_two, hu, Function.update_of_ne h, Function.update_of_ne h.symm]
  ring
```

For $i\ne j$, $M_iK_j=K_jM_i$, because overwriting two different bits gives the same string in either order.

```lean
/-- On each qubit, Pauli operators square to one, anticommute along different axes, and multiply
cyclically as `σ_y σ_z = i σ_x`. -/
theorem spin_relations (i : ι) :
    (∀ a, spin a i * spin a i = 1) ∧
    (∀ a b, a ≠ b → spin a i * spin b i = -(spin b i * spin a i)) ∧
    (∀ a, spin (a + 1) i * spin (a + 2) i = I • spin a i) := by
  have hs : ∀ (c : ℂ) M, onQubit (c • M) i = c • onQubit M i := fun c M => by
    refine LinearMap.ext fun ψ => funext fun s => ?_
    simp [onQubit, Fin.sum_univ_two]
    ring
  refine ⟨fun a => ?_, fun a b hab => ?_, fun a => ?_⟩
  · have h : pauli a * pauli a = 1 := by
      ext k l
      fin_cases a <;> fin_cases k <;> fin_cases l <;>
        simp [pauli, Matrix.mul_apply, Fin.sum_univ_two]
    rw [spin, onQubit_mul, h]
    refine LinearMap.ext fun ψ => funext fun s => ?_
    simp [onQubit, Matrix.one_apply]
  · have h : pauli a * pauli b = (-1 : ℂ) • (pauli b * pauli a) := by
      fin_cases a <;> fin_cases b <;> first
        | exact absurd rfl hab
        | (ext k l
           fin_cases k <;> fin_cases l <;> simp [pauli, Matrix.mul_apply, Fin.sum_univ_two])
    rw [spin, spin, onQubit_mul, onQubit_mul, h, hs]
    module
  · have h : pauli (a + 1) * pauli (a + 2) = I • pauli a := by
      fin_cases a
      · change pauli 1 * pauli 2 = I • pauli 0
        ext k l
        fin_cases k <;> fin_cases l <;> simp [pauli, Matrix.mul_apply, Fin.sum_univ_two]
      · change pauli 2 * pauli 0 = I • pauli 1
        ext k l
        fin_cases k <;> fin_cases l <;> simp [pauli, Matrix.mul_apply, Fin.sum_univ_two]
      · change pauli 0 * pauli 1 = I • pauli 2
        ext k l
        fin_cases k <;> fin_cases l <;> simp [pauli, Matrix.mul_apply, Fin.sum_univ_two]
    rw [spin, spin, spin, onQubit_mul, h, hs]
```

On each qubit $\sigma_a^2=1$, $\sigma_a\sigma_b=-\sigma_b\sigma_a$ for $a\neq b$, and $\sigma_{a+1}\sigma_{a+2}=i\sigma_a$. Lean checks the matrices entry by entry (`fin_cases`) and transfers the result with `onQubit_mul`.

```lean
/-- Exchange terms on two bonds sharing qubit `j` commute for equal axes and anticommute for
different axes. -/
theorem exch_adjacent {i j k : ι} (hij : i ≠ j) (hjk : j ≠ k) (hik : i ≠ k) (a b : Fin 3) :
    exch a i j * exch b j k = (if a = b then 1 else -1 : ℂ) • (exch b j k * exch a i j) := by
  have h1 : spin a i * spin b j = spin b j * spin a i := onQubit_commute _ _ hij
  have h2 : spin a j * spin b k = spin b k * spin a j := onQubit_commute _ _ hjk
  have h3 : spin a i * spin b k = spin b k * spin a i := onQubit_commute _ _ hik
  have h4 : spin a j * spin b j = (if a = b then 1 else -1 : ℂ) • (spin b j * spin a j) := by
    split_ifs with h
    · rw [h, one_smul]
    · rw [(spin_relations j).2.1 a b h]
      module
  calc exch a i j * exch b j k = spin a i * (spin a j * spin b j) * spin b k := by
        simp only [exch, mul_assoc]
    _ = (if a = b then 1 else -1 : ℂ) • ((spin a i * spin b j) * (spin a j * spin b k)) := by
        rw [h4]; simp only [mul_smul_comm, smul_mul_assoc, mul_assoc]
    _ = (if a = b then 1 else -1 : ℂ) • (spin b j * (spin a i * spin b k) * spin a j) := by
        rw [h1, h2]; simp only [mul_assoc]
    _ = _ := by rw [h3]; simp only [exch, mul_assoc]
```

In $E_a(i,j)E_b(j,k)$ only the factors on the shared qubit $j$ can fail to commute. Exchanging the two terms therefore gives $+1$ for $a=b$ and $-1$ otherwise.

```lean
/-- The double commutator of an XYZ bond with an exchange term on the adjacent bond is a linear
combination of that term and a next-nearest-neighbour exchange. -/
theorem comm_comm_exch (J : Fin 3 → ℂ) {i j k : ι} (hij : i ≠ j) (hjk : j ≠ k) (hik : i ≠ k)
    (b : Fin 3) : comm (bond J i j) (comm (bond J i j) (exch b j k)) =
      (4 * (J (b + 1) ^ 2 + J (b + 2) ^ 2)) • exch b j k
        - (8 * J (b + 1) * J (b + 2)) • exch b i k := by
  -- only the part `w` of the bond that anticommutes with `v` contributes
  have key : ∀ X w v : Op ι, X * v = v * X → X * w = w * X → v * w = -(w * v) →
      comm (X + w) (comm (X + w) v) = w * w * v + w * w * v + w * w * v + w * w * v := by
    intro X w v hXv hXw hvw
    have h1 : comm (X + w) v = w * v + w * v := by
      simp only [comm, add_mul, mul_add, hXv, hvw]; abel
    have ha : X * (w * v) = w * v * X := by rw [← mul_assoc, hXw, mul_assoc, hXv, mul_assoc]
    have hb : w * v * w = -(w * (w * v)) := by
      rw [mul_assoc, hvw]
      exact (mul_neg w (w * v) :)
    rw [h1, mul_assoc w w v]
    simp only [comm, add_mul, mul_add, ha, hb]; abel
  have hm : ∀ a c, exch a i j * exch c i j = spin a i * spin c i * (spin a j * spin c j) :=
    fun a c => Commute.mul_mul_mul_comm (onQubit_commute _ _ hij.symm) _ _
  have hsq : ∀ a, exch a i j * exch a i j = 1 := fun a => by
    rw [hm, (spin_relations i).1, (spin_relations j).1, one_mul]
  have hc : ∀ a c, exch a i j * exch c i j = exch c i j * exch a i j := fun a c => by
    by_cases h : a = c
    · rw [h]
    · rw [hm, hm, (spin_relations i).2.1 a c h, (spin_relations j).2.1 a c h]
      exact (neg_mul_neg (spin c i * spin a i) (spin c j * spin a j) :)
  have hyz : exch (b + 1) i j * exch (b + 2) i j = -exch b i j := by
    rw [hm, (spin_relations i).2.2, (spin_relations j).2.2]
    simp only [smul_mul_assoc, mul_smul_comm, smul_smul, I_mul_I, neg_smul, one_smul, exch]
  have hxv : exch b i j * exch b j k = exch b i k := by
    rw [exch, exch, exch, mul_assoc, ← mul_assoc (spin b j), (spin_relations j).1, one_mul]
  have hv := exch_adjacent hij hjk hik
  have n1 : b + 1 ≠ b := (by decide : ∀ b : Fin 3, b + 1 ≠ b) b
  have n2 : b + 2 ≠ b := (by decide : ∀ b : Fin 3, b + 2 ≠ b) b
  have hsum : bond J i j = J b • exch b i j
      + (J (b + 1) • exch (b + 1) i j + J (b + 2) • exch (b + 2) i j) := by
    rw [bond, Fin.sum_univ_three]
    fin_cases b
    · change _ = J 0 • exch 0 i j + (J 1 • exch 1 i j + J 2 • exch 2 i j); module
    · change _ = J 1 • exch 1 i j + (J 2 • exch 2 i j + J 0 • exch 0 i j); module
    · change _ = J 2 • exch 2 i j + (J 0 • exch 0 i j + J 1 • exch 1 i j); module
  have hww : (J (b + 1) • exch (b + 1) i j + J (b + 2) • exch (b + 2) i j)
      * (J (b + 1) • exch (b + 1) i j + J (b + 2) • exch (b + 2) i j)
      = (J (b + 1) ^ 2 + J (b + 2) ^ 2) • (1 : Op ι)
        - (2 * J (b + 1) * J (b + 2)) • exch b i j := by
    simp only [add_mul, mul_add, smul_mul_assoc, mul_smul_comm, hsq, hc (b + 2) (b + 1), hyz]
    module
  rw [hsum, key, hww]
  · simp only [sub_mul, smul_mul_assoc, one_mul, hxv]; module
  · simp only [smul_mul_assoc, mul_smul_comm, hv b b, if_true, one_smul]
  · simp only [mul_add, add_mul, smul_mul_assoc, mul_smul_comm, hc b]
    module
  · simp only [mul_add, add_mul, smul_mul_assoc, mul_smul_comm, hv (b + 1) b, hv (b + 2) b,
      if_neg n1, if_neg n2]
    module
```

Fix $b$, put $v=E_b(j,k)$ and split $h_{ij}=X+w$, where $X=J_bE_b(i,j)$ and $w$ holds the other two axes. $X$ commutes with $v$ and $w$, while $w$ anticommutes with $v$. Hence $[h_{ij},v]=2wv$ and
$$[h_{ij},2wv]=2w^2v-2wvw=4w^2v,$$
which is the step named `key`. Since $E_{b+1}(i,j)E_{b+2}(i,j)=(i\sigma_b)(i\sigma_b)=-E_b(i,j)$ (`hyz`),
$$w^2=J_{b+1}^2+J_{b+2}^2-2J_{b+1}J_{b+2}E_b(i,j).$$
This is `hww`. With $E_b(i,j)E_b(j,k)=E_b(i,k)$ (`hxv`) the statement follows.

```lean
/-- An XYZ bond does not depend on the order of its two qubits. -/
theorem bond_symm (J : Fin 3 → ℂ) (i j : ι) : bond J i j = bond J j i := by
  by_cases h : i = j
  · rw [h]
  · exact Finset.sum_congr rfl fun a _ =>
      congrArg (J a • ·) (onQubit_commute (pauli a) (pauli a) h).eq
```

$h_{ij}=h_{ji}$.

## The three-qubit condition

```lean
/-- **Reshetikhin's condition for the XYZ chain**: on three distinct qubits,
`[h_ij + h_jk, [h_ij, h_jk]] = A_jk - A_ij`, where `A` is the bond with couplings `dress J`. -/
theorem reshetikhin (J : Fin 3 → ℂ) {i j k : ι} (hij : i ≠ j) (hjk : j ≠ k) (hik : i ≠ k) :
    comm (bond J i j + bond J j k) (comm (bond J i j) (bond J j k))
      = bond (dress J) j k - bond (dress J) i j := by
  have dbl : ∀ {i j k : ι}, i ≠ j → j ≠ k → i ≠ k →
      comm (bond J i j) (comm (bond J i j) (bond J j k))
        = bond (dress J) j k - (8 * J 0 * J 1 * J 2) • bond (fun _ => 1) i k := by
    intro i j k hij hjk hik
    have lin : ∀ h : Op ι, comm h (comm h (bond J j k))
        = ∑ b, J b • comm h (comm h (exch b j k)) := fun h => by
      simp only [bond, comm, Fin.sum_univ_three, mul_add, add_mul, mul_sub, sub_mul,
        mul_smul_comm, smul_mul_assoc, mul_assoc]
      module
    rw [lin]
    simp only [comm_comm_exch J hij hjk hik]
    simp only [bond, dress, Fin.sum_univ_three,
      show (0 : Fin 3) + 1 = 1 from rfl, show (0 : Fin 3) + 2 = 2 from rfl,
      show (1 : Fin 3) + 1 = 2 from rfl, show (1 : Fin 3) + 2 = 0 from rfl,
      show (2 : Fin 3) + 1 = 0 from rfl, show (2 : Fin 3) + 2 = 1 from rfl]
    module
  -- the next-nearest-neighbour terms of the two mirror images cancel
  have h1 := dbl hij hjk hik
  have h2 := dbl hjk.symm hij.symm hik.symm
  rw [bond_symm J k j, bond_symm J j i, bond_symm (dress J) j i, bond_symm _ k i] at h2
  have split : ∀ a b : Op ι, comm (a + b) (comm a b)
      = comm a (comm a b) - comm b (comm b a) := fun a b => by
    simp only [comm, mul_sub, sub_mul, mul_add, add_mul, mul_assoc]; abel
  rw [split, h1, h2]
  abel
```

The hypotheses say that the three qubits are distinct. Multiplying the previous result by $J_b$ and summing gives `dbl`:
$$[h_{ij},[h_{ij},h_{jk}]]=A_{jk}-8J_xJ_yJ_z\sum_bE_b(i,k).$$
Exchanging $i$ and $k$ gives $[h_{jk},[h_{jk},h_{ij}]]=A_{ij}-8J_xJ_yJ_z\sum_bE_b(i,k)$. By `split`, the left side of the theorem is the difference of the two, which is $A_{jk}-A_{ij}$.

In the isotropic case $J_x=J_y=J_z=1$, $A=8h$. With a single nonzero coupling the bonds commute and $A=0$.

## The periodic ring

```lean
/-- The bond from site `j` to the next site of a periodic ring of `N` qubits. -/
def link {N : ℕ} (J : Fin 3 → ℂ) (j : ZMod N) : Op (ZMod N) := bond J j (j + 1)
```

Sites are integers modulo $N$ (`ZMod N`), so $j+1$ wraps around. Write $h_j=h_{j,j+1}$ and $A_j=A_{j,j+1}$.

```lean
/-- The three-site term `[h_j, h_{j+1}]` on the ring. -/
def current {N : ℕ} (J : Fin 3 → ℂ) (j : ZMod N) : Op (ZMod N) :=
  comm (link J j) (link J (j + 1))
```

This is $q_j=[h_j,h_{j+1}]$.

```lean
/-- On a periodic ring of at least four qubits, the sum of the three-site terms `[h_j, h_{j+1}]`
commutes with the XYZ Hamiltonian. -/
theorem charge_conserved {N : ℕ} [NeZero N] (hN : 4 ≤ N) (J : Fin 3 → ℂ) :
    comm (∑ j : ZMod N, link J j) (∑ j : ZMod N, current J j) = 0 := by
  have nz : ∀ k : ℕ, 0 < k → k < 4 → (k : ZMod N) ≠ 0 := fun k h0 h4 h => by
    have := Nat.le_of_dvd h0 ((CharP.cast_eq_zero_iff (ZMod N) N k).1 h)
    omega
  have n1 : (1 : ZMod N) ≠ 0 := by exact_mod_cast nz 1 (by norm_num) (by norm_num)
  have n2 : (2 : ZMod N) ≠ 0 := by exact_mod_cast nz 2 (by norm_num) (by norm_num)
  have n3 : (3 : ZMod N) ≠ 0 := by exact_mod_cast nz 3 (by norm_num) (by norm_num)
  have s1 : ∀ j : ZMod N, j ≠ j + 1 := fun j h => n1 (by linear_combination -h)
  have s2 : ∀ j : ZMod N, j ≠ j + 1 + 1 := fun j h => n2 (by linear_combination -h)
  have far : ∀ i j : ZMod N, i ≠ j → i ≠ j + 1 → i + 1 ≠ j →
      link J i * link J j = link J j * link J i := fun i j h1 h2 h3 => by
    have h4 : i + 1 ≠ j + 1 := fun h => h1 (add_right_cancel h)
    exact Commute.sum_left _ _ _ fun a _ => Commute.sum_right _ _ _ fun b _ =>
      ((((onQubit_commute _ _ h1).mul_right (onQubit_commute _ _ h2)).mul_left
        ((onQubit_commute _ _ h3).mul_right (onQubit_commute _ _ h4))).smul_left _).smul_right _
  have sumL : ∀ (f : ZMod N → Op (ZMod N)) x, comm (∑ k, f k) x = ∑ k, comm (f k) x :=
    fun f x => by simp only [comm, Finset.sum_mul, Finset.mul_sum, Finset.sum_sub_distrib]
  have sumR : ∀ (f : ZMod N → Op (ZMod N)) x, comm x (∑ k, f k) = ∑ k, comm x (f k) :=
    fun f x => by simp only [comm, Finset.sum_mul, Finset.mul_sum, Finset.sum_sub_distrib]
  -- only the two neighbouring bonds can fail to commute with a given bond
  have hH : ∀ j : ZMod N, comm (∑ k, link J k) (link J (j + 1))
      = current J j - current J (j + 1) := fun j => by
    rw [sumL, Fintype.sum_eq_add j (j + 1 + 1) (s2 j)]
    · simp only [current, comm]; abel
    · rintro k ⟨h1, h2⟩
      by_cases h : k = j + 1
      · rw [h, comm, sub_self]
      · rw [comm, far k (j + 1) h h2 (fun e => h1 (add_right_cancel e)), sub_self]
  -- the Jacobi identity and Reshetikhin's condition give a telescoping expression
  have step : ∀ j : ZMod N, comm (∑ k, link J k) (current J (j + 1))
      = (link (dress J) (j + 1 + 1) - link (dress J) (j + 1))
        + (comm (link J j) (current J (j + 1))
          - comm (link J (j + 1)) (current J (j + 1 + 1))) := fun j => by
    have jac : ∀ H a b : Op (ZMod N), comm H (comm a b)
        = comm (comm H a) b + comm a (comm H b) := fun H a b => by
      simp only [comm, mul_sub, sub_mul, mul_assoc]; abel
    have hcb := far j (j + 1 + 1) (s2 j)
      (fun h => n3 (by linear_combination -h)) (s1 (j + 1))
    have hT : comm (current J j) (link J (j + 1 + 1))
        = comm (link J j) (current J (j + 1)) := by
      have hz : comm (link J j) (link J (j + 1 + 1)) = 0 := by rw [comm, hcb, sub_self]
      have h := jac (link J j) (link J (j + 1)) (link J (j + 1 + 1))
      rw [hz] at h
      simpa [current, comm] using h.symm
    have hR : comm (link J (j + 1) + link J (j + 1 + 1)) (current J (j + 1))
        = link (dress J) (j + 1 + 1) - link (dress J) (j + 1) :=
      reshetikhin J (s1 (j + 1)) (s1 (j + 1 + 1)) (s2 (j + 1))
    have expand : ∀ p q r a b : Op (ZMod N), comm (p - q) b + comm a (q - r)
        = comm (a + b) q + (comm p b - comm a r) := fun p q r a b => by
      simp only [comm, mul_sub, sub_mul, mul_add, add_mul]; abel
    rw [← hR, ← hT, ← expand, ← hH j, ← hH (j + 1)]
    exact jac _ _ _
  have shift : ∀ f : ZMod N → Op (ZMod N), ∑ j, f (j + 1) = ∑ j, f j :=
    fun f => Equiv.sum_comp (Equiv.addRight 1) f
  rw [sumR, ← shift (fun j => comm (∑ k, link J k) (current J j))]
  simp only [step, Finset.sum_add_distrib, Finset.sum_sub_distrib]
  rw [shift (fun j => link (dress J) (j + 1)),
    shift (fun j => comm (link J j) (current J (j + 1)))]
  abel

end

end XYZReshetikhin
```

With $H=\sum_jh_j$ and $Q=\sum_jq_j$, the theorem says $[H,Q]=0$ for $N\ge4$. Only the two neighbours of $h_{j+1}$ can fail to commute with it, so (`hH`)
$$[H,h_{j+1}]=q_j-q_{j+1}.$$
The Jacobi identity then gives
$$[H,q_{j+1}]=[h_{j+1}+h_{j+2},q_{j+1}]+[q_j,h_{j+2}]-[h_{j+1},q_{j+2}].$$
The first term is $A_{j+2}-A_{j+1}$ by `reshetikhin`. Since $h_j$ and $h_{j+2}$ commute, Jacobi also gives $[q_j,h_{j+2}]=[h_j,q_{j+1}]$ (`hT`). Thus (`step`)
$$[H,q_{j+1}]=(A_{j+2}-A_{j+1})+\big([h_j,q_{j+1}]-[h_{j+1},q_{j+2}]\big).$$
Each bracket is a difference of neighbouring terms, and its sum around the ring vanishes (`shift`). At $N=4$, $h_j$ and $h_{j+2}$ are opposite bonds and still share no qubit.

For real, uniform couplings on such a finite ring, $iQ$ is the total energy current up to sign and units, and its constancy can serve as a check on a time-evolution code. The theorem supplies this one commuting operator, which may vanish for special couplings; integrability in the full sense would need a whole family of charges.

```lean
#print axioms XYZReshetikhin.charge_conserved
```

```
'XYZReshetikhin.charge_conserved' depends on axioms: [propext, Classical.choice, Quot.sound]
```
